# The squared Frobenius norm of an idempotent matrix is its trace plus half the squared norm of $P-P^\dagger$

A code that builds a projector from non-orthogonal orbitals and a set of dual vectors can check that $P^2=P$ and that $\operatorname{tr}P$ equals the number of orbitals. An oblique projector passes both checks. If the matrix is written in an orthonormal basis, comparing the sum of the squared moduli of its entries with its trace shows whether it is orthogonal.

Let $P$ be a real or complex square matrix with $P^2=P$, let $Q=1-P$, and write $\|A\|_F^2=\sum_{ij}|A_{ij}|^2$. Then

$$\operatorname{tr}(P^\dagger P)-\operatorname{tr}P=\operatorname{tr}(Q^\dagger Q)-\operatorname{tr}Q=\tfrac12\|P-P^\dagger\|_F^2 .$$

Hence $\|P\|_F^2\ge\operatorname{rank}P$, with equality exactly when $P=P^\dagger$. For real matrices, $\dagger$ is the transpose.

## Orbitals, duals and density matrices

Put the orbitals in the columns of $A$ and the duals in those of $B$, with $B^\dagger A=1$. The projector is $P=AB^\dagger$. The choice $B=A(A^\dagger A)^{-1}$ makes it Hermitian; duals that span a different subspace, as left eigenvectors of a non-normal matrix can, make it oblique.

In electronic structure, the result applies to the finite matrix $DS$ of a single determinant, where $S$ is the overlap matrix of the atomic basis and $D=CC^\dagger$ is the density matrix of one spin, with the coefficients of the occupied orbitals in the columns of $C$ and $C^\dagger SC=1$. A positive excess there need not signal an error: $DS$ is self-adjoint in the metric $S$ but generally not a Hermitian matrix. The test for orthogonality belongs on $S^{1/2}DS^{1/2}$, which represents the same projector in an orthonormal basis and has zero excess when $D=CC^\dagger$.

In floating point, evaluate $\tfrac12\|P-P^\dagger\|_F^2$ directly. The difference of traces is quadratic in the non-Hermitian part, so cancellation hides a small one.

Idempotency is essential. The $1\times1$ matrix $P=\tfrac12$, a fractional occupation, is Hermitian, yet $\operatorname{tr}(P^\dagger P)=\tfrac14$ is smaller than $\operatorname{tr}P=\tfrac12$.

## Expanding the norm of $P-P^\dagger$

For any matrix, $\operatorname{tr}(A^\dagger A)=\sum_{ij}\overline{A_{ij}}A_{ij}=\|A\|_F^2$, which vanishes only for $A=0$.

An idempotent $P$ is the identity on its range and zero on its kernel, and these two subspaces together span the space. Its trace is therefore its rank, a real number, and

$$\operatorname{tr}(P^\dagger P^\dagger)=\operatorname{tr}\big((P^2)^\dagger\big)=\overline{\operatorname{tr}P}=\operatorname{tr}P .$$

Now expand:

$$(P-P^\dagger)^\dagger(P-P^\dagger)=P^\dagger P-P^\dagger P^\dagger-P^2+PP^\dagger .$$

Since $\operatorname{tr}(PP^\dagger)=\operatorname{tr}(P^\dagger P)$, the trace gives $\|P-P^\dagger\|_F^2=2\operatorname{tr}(P^\dagger P)-2\operatorname{tr}P$. Halving gives the identity for $P$.

For the complement, $Q^2=1-2P+P^2=Q$ and $Q-Q^\dagger=-(P-P^\dagger)$, so the excess is the same. The bound and its equality case follow because the squared norm is non-negative and vanishes only when $P=P^\dagger$.

For dual bases with $m$ columns, $P^2=A(B^\dagger A)B^\dagger=P$ and $\operatorname{tr}P=\operatorname{tr}(B^\dagger A)=m$. Cycling the trace of $P^\dagger P=BA^\dagger AB^\dagger$ gives

$$\operatorname{tr}\big(A^\dagger A\,B^\dagger B\big)=m+\tfrac12\|AB^\dagger-BA^\dagger\|_F^2 .$$

In the plane, the dual vectors $(1,0)$ and $(1,t)$ give $P=\begin{pmatrix}1&t\\0&0\end{pmatrix}$, with $\|P\|_F^2=1+t^2$ and rank 1. The excess is $t^2$.

## The identity and the bound in Lean

```lean
import Mathlib

open Matrix

namespace ObliqueProjector

variable {𝕜 m n : Type*} [RCLike 𝕜] [Fintype m] [Fintype n]

/-- The squared Frobenius norm of a matrix: the sum of the squared moduli of its entries. -/
def frobeniusSq (A : Matrix m n 𝕜) : ℝ := ∑ i, ∑ j, ‖A i j‖ ^ 2

/-- The trace of `Aᴴ A` is the squared Frobenius norm of `A`. -/
theorem trace_conjTranspose_mul_self (A : Matrix m n 𝕜) :
    (Aᴴ * A).trace = (frobeniusSq A : 𝕜) := by
  simp only [Matrix.trace, Matrix.diag_apply, Matrix.mul_apply,
    Matrix.conjTranspose_apply, frobeniusSq]
  push_cast
  rw [Finset.sum_comm]
  refine Finset.sum_congr rfl fun i _ => Finset.sum_congr rfl fun j _ => ?_
  exact RCLike.conj_mul _

/-- The squared Frobenius norm vanishes only for the zero matrix. -/
theorem frobeniusSq_eq_zero_iff (A : Matrix m n 𝕜) : frobeniusSq A = 0 ↔ A = 0 := by
  constructor
  · intro h
    unfold frobeniusSq at h
    ext i j
    have h1 := (Finset.sum_eq_zero_iff_of_nonneg
      (fun i _ => Finset.sum_nonneg (fun j _ => sq_nonneg ‖A i j‖))).1 h i (Finset.mem_univ i)
    have h2 := (Finset.sum_eq_zero_iff_of_nonneg
      (fun j _ => sq_nonneg ‖A i j‖)).1 h1 j (Finset.mem_univ j)
    simpa using h2
  · rintro rfl
    simp [frobeniusSq]

variable [DecidableEq n]

/-- The trace of a projector, orthogonal or oblique, is the dimension of the subspace
onto which it projects. -/
theorem trace_eq_rank {P : Matrix n n 𝕜} (hP : P * P = P) : P.trace = (P.rank : 𝕜) := by
  let b := Pi.basisFun 𝕜 n
  -- the linear map of `P` fixes every vector of its range
  have hproj : LinearMap.IsProj (LinearMap.range (Matrix.toLin b b P)) (Matrix.toLin b b P) := by
    refine ⟨fun x => ⟨x, rfl⟩, ?_⟩
    rintro _ ⟨y, rfl⟩
    rw [← Matrix.toLin_mul_apply b b b P P y, hP]
  have h := hproj.trace
  rw [LinearMap.trace_eq_matrix_trace 𝕜 b, LinearMap.toMatrix_toLin] at h
  rw [h, Matrix.rank_eq_finrank_range_toLin P b b]

/-- For an idempotent `P`, the excess of `tr (Pᴴ P)` over `tr P` is half the squared
Frobenius norm of `P - Pᴴ`. -/
theorem trace_excess {P : Matrix n n 𝕜} (hP : P * P = P) :
    (Pᴴ * P).trace - P.trace = ((frobeniusSq (P - Pᴴ) / 2 : ℝ) : 𝕜) := by
  -- the trace is real because it is a dimension
  have h2 : star P.trace = P.trace := by
    rw [trace_eq_rank hP]
    simp
  have h3 : (Pᴴ * Pᴴ).trace = P.trace := by
    rw [← Matrix.conjTranspose_mul, hP, Matrix.trace_conjTranspose, h2]
  have e : (P - Pᴴ)ᴴ * (P - Pᴴ) = Pᴴ * P - Pᴴ * Pᴴ - P * P + P * Pᴴ := by
    rw [Matrix.conjTranspose_sub, Matrix.conjTranspose_conjTranspose]
    noncomm_ring
  have h4 : ((P - Pᴴ)ᴴ * (P - Pᴴ)).trace = 2 * (Pᴴ * P).trace - 2 * P.trace := by
    rw [e, Matrix.trace_add, Matrix.trace_sub, Matrix.trace_sub, h3, hP,
      Matrix.trace_mul_comm P Pᴴ]
    ring
  rw [trace_conjTranspose_mul_self (P - Pᴴ)] at h4
  push_cast
  linear_combination (-1 / 2 : 𝕜) * h4

/-- An idempotent `P` and its complement `Q = 1 - P` have the same trace excess:
`tr (Qᴴ Q) - tr Q` is also half the squared Frobenius norm of `P - Pᴴ`. -/
theorem trace_excess_complement {P : Matrix n n 𝕜} (hP : P * P = P) :
    ((1 - P)ᴴ * (1 - P)).trace - (1 - P).trace
      = ((frobeniusSq (P - Pᴴ) / 2 : ℝ) : 𝕜) := by
  have hQ : (1 - P) * (1 - P) = 1 - P := by
    rw [sub_mul, mul_sub, one_mul, mul_sub, mul_one, hP]
    simp
  -- the anti-Hermitian parts of `P` and `Q` differ only in sign
  have e : (1 - P) - (1 - P)ᴴ = -(P - Pᴴ) := by
    rw [Matrix.conjTranspose_sub, Matrix.conjTranspose_one]
    abel
  have hneg : frobeniusSq (-(P - Pᴴ)) = frobeniusSq (P - Pᴴ) := by
    simp only [frobeniusSq, Matrix.neg_apply, norm_neg]
  rw [trace_excess hQ, e, hneg]

/-- The squared Frobenius norm of an idempotent matrix is at least its rank, with equality
exactly when the matrix is Hermitian. -/
theorem rank_le_frobeniusSq {P : Matrix n n 𝕜} (hP : P * P = P) :
    (P.rank : ℝ) ≤ frobeniusSq P ∧ (frobeniusSq P = P.rank ↔ Pᴴ = P) := by
  have h := trace_excess hP
  rw [trace_conjTranspose_mul_self P, trace_eq_rank hP] at h
  have hr : frobeniusSq P - (P.rank : ℝ) = frobeniusSq (P - Pᴴ) / 2 := by
    apply (RCLike.ofReal_inj (K := 𝕜)).1
    rw [← h]
    push_cast
    rfl
  have h0 : 0 ≤ frobeniusSq (P - Pᴴ) :=
    Finset.sum_nonneg fun i _ => Finset.sum_nonneg fun j _ => sq_nonneg _
  refine ⟨by linarith, fun e => ?_, fun e => ?_⟩
  · have z : frobeniusSq (P - Pᴴ) = 0 := by linarith
    exact (sub_eq_zero.1 ((frobeniusSq_eq_zero_iff _).1 z)).symm
  · have z := (frobeniusSq_eq_zero_iff (P - Pᴴ)).2 (by rw [e, sub_self])
    linarith

/-- For a real idempotent matrix, `tr (Pᵀ P)` is at least `tr P`, with equality exactly
when `P` is symmetric. -/
theorem real_trace_le {P : Matrix n n ℝ} (hP : P * P = P) :
    P.trace ≤ (Pᵀ * P).trace ∧ ((Pᵀ * P).trace = P.trace ↔ Pᵀ = P) := by
  have ht : (Pᵀ * P).trace = frobeniusSq P := by
    rw [← Matrix.conjTranspose_eq_transpose_of_trivial]
    exact trace_conjTranspose_mul_self P
  have hr : P.trace = (P.rank : ℝ) := trace_eq_rank hP
  rw [ht, hr, ← Matrix.conjTranspose_eq_transpose_of_trivial]
  exact rank_le_frobeniusSq hP

/-- If the columns of `A` and `B` are dual to each other, `Bᴴ A = 1`, the trace of the product
of their overlap matrices is the number of columns plus half the squared Frobenius norm of
`A Bᴴ - B Aᴴ`. -/
theorem dual_bases_overlap [DecidableEq m] {A B : Matrix n m 𝕜} (h : Bᴴ * A = 1) :
    (Aᴴ * A * (Bᴴ * B)).trace
      = (Fintype.card m : 𝕜) + ((frobeniusSq (A * Bᴴ - B * Aᴴ) / 2 : ℝ) : 𝕜) := by
  -- duality makes `A Bᴴ` idempotent
  have hP : A * Bᴴ * (A * Bᴴ) = A * Bᴴ := by
    rw [Matrix.mul_assoc A Bᴴ (A * Bᴴ), ← Matrix.mul_assoc Bᴴ A Bᴴ, h, Matrix.one_mul]
  have hadj : (A * Bᴴ)ᴴ = B * Aᴴ := by
    rw [Matrix.conjTranspose_mul, Matrix.conjTranspose_conjTranspose]
  have ht : (B * Aᴴ * (A * Bᴴ)).trace = (Aᴴ * A * (Bᴴ * B)).trace := by
    rw [Matrix.mul_assoc B Aᴴ (A * Bᴴ), Matrix.trace_mul_comm B (Aᴴ * (A * Bᴴ))]
    simp only [Matrix.mul_assoc]
  have hc : (A * Bᴴ).trace = (Fintype.card m : 𝕜) := by
    rw [Matrix.trace_mul_comm A Bᴴ, h, Matrix.trace_one]
  have key := trace_excess hP
  rw [hadj, ht, hc] at key
  linear_combination key

/-- In the plane, the vectors `(1, 0)` and `(1, t)` are dual to each other, and they give the
idempotent matrix with rows `(1, t)` and `(0, 0)`, whose squared Frobenius norm is `1 + t ^ 2`. -/
theorem dual_bases_witness (t : ℝ) :
    (!![1; t] : Matrix (Fin 2) (Fin 1) ℝ)ᴴ * (!![1; 0] : Matrix (Fin 2) (Fin 1) ℝ) = 1 ∧
    (!![1; 0] : Matrix (Fin 2) (Fin 1) ℝ) * (!![1; t] : Matrix (Fin 2) (Fin 1) ℝ)ᴴ
      = !![1, t; 0, 0] ∧
    (!![1, t; 0, 0] : Matrix (Fin 2) (Fin 2) ℝ) * !![1, t; 0, 0] = !![1, t; 0, 0] ∧
    frobeniusSq (!![1, t; 0, 0] : Matrix (Fin 2) (Fin 2) ℝ) = 1 + t ^ 2 := by
  refine ⟨?_, ?_, ?_, ?_⟩
  · ext i j
    fin_cases i
    fin_cases j
    simp [Matrix.mul_apply, Fin.sum_univ_succ]
  · ext i j
    fin_cases i <;> fin_cases j <;> simp [Matrix.mul_apply]
  · ext i j
    fin_cases i <;> fin_cases j <;> simp [Matrix.mul_apply, Fin.sum_univ_succ]
  · simp [frobeniusSq, Fin.sum_univ_succ]

end ObliqueProjector
```

```lean
#print axioms ObliqueProjector.trace_excess_complement
#print axioms ObliqueProjector.real_trace_le
#print axioms ObliqueProjector.dual_bases_overlap
```

```
'ObliqueProjector.trace_excess_complement' depends on axioms: [propext, Classical.choice, Quot.sound]
'ObliqueProjector.real_trace_le' depends on axioms: [propext, Classical.choice, Quot.sound]
'ObliqueProjector.dual_bases_overlap' depends on axioms: [propext, Classical.choice, Quot.sound]
```

## Finite matrices with the standard inner product

`RCLike 𝕜` covers the real and complex cases, `ᴴ` is $\dagger$, and `hP : P * P = P` is the only hypothesis on a projector. `frobeniusSq` is a real number, converted to `𝕜` where it is compared with a trace. `trace_excess` and `trace_excess_complement` state the two identities, `rank_le_frobeniusSq` the bound, and `real_trace_le` its real form with transposes. In `dual_bases_overlap`, the type `m` labels the columns and `h` is duality.

The proof follows the derivation. `trace_eq_rank` shows that $P$ fixes its range and uses Mathlib's trace formula for projections. In `trace_excess`, `h3` is the conjugation step, `e` the expansion and `h4` its trace; `linear_combination` does the halving. `rank_le_frobeniusSq` takes its equality case from `frobeniusSq_eq_zero_iff`, and `dual_bases_witness` checks the planar example entry by entry.

The theorems concern exactly idempotent finite matrices, with orthogonality meant in the standard inner product. They give no error bound for a computed $P$ that is only nearly idempotent, and they don't treat a general metric $S$ or operators on an infinite-dimensional space.
